# The derivative at zero wavevector of a plane wave integrated along a path

Take a continuously differentiable path γ in a real space of finitely many coordinates, and integrate the plane-wave factor exp(−i q·γ) times the velocity component γ′_i over times from 0 to 1. The lemma says that when only the component q_j of the real wavevector is varied, the others being held at zero, this integral has derivative −i ∫ γ_j γ′_i dt at q_j = 0. The proof differentiates under the integral sign. Since the phase has modulus one, the derivative of the integrand is bounded by |γ_j| |γ′_i| whatever the value of q_j, and setting q_j = 0 then leaves the first moment of the path.

This version doesn't compile in Lean 4 with Mathlib:

```lean
import Mathlib

open Complex (I)

noncomputable section

namespace HasDerivAtLineIntegral

/-- A continuously differentiable path from `y` to `x`, run through for times from 0 to 1. -/
structure BondPath {ι : Type*} (y x : ι → ℝ) where
  pos : ℝ → ι → ℝ
  vel : ℝ → ι → ℝ
  hasDeriv : ∀ t i, HasDerivAt (fun s => pos s i) (vel t i) t
  vel_cont : ∀ i, Continuous fun t => vel t i
  start : pos 0 = y
  finish : pos 1 = x

variable {ι n : Type*} [Fintype ι] [DecidableEq ι] [Fintype n] [DecidableEq n]

/-- The plane-wave factor `exp(-i q·r)`. -/
def phase (q r : ι → ℝ) : ℂ := Complex.exp (-I * ((dotProduct q r : ℝ) : ℂ))

/-- The integral of `exp(-i q·γ) γ'_i` along a path. -/
def lineIntegral {y x : ι → ℝ} (γ : BondPath y x) (q : ι → ℝ) (i : ι) : ℂ :=
  ∫ t in (0 : ℝ)..1, phase q (γ.pos t) * (γ.vel t i : ℂ)

/-- The first moment of a path, the integral of `γ_j γ'_i`. -/
def firstMoment {y x : ι → ℝ} (γ : BondPath y x) (j i : ι) : ℝ :=
  ∫ t in (0 : ℝ)..1, γ.pos t j * γ.vel t i

/-- The line integral is differentiable in `q_j` at `q = 0`, with derivative `-i` times the
first moment of the path. -/
theorem hasDerivAt_lineIntegral {y x : ι → ℝ} (γ : BondPath y x) (i j : ι) :
    HasDerivAt (fun s : ℝ => lineIntegral γ (Pi.single j s) i)
      (-I * (firstMoment γ j i : ℂ)) 0 := by
  have hph : ∀ (s : ℝ) (r : ι → ℝ),
      phase (Pi.single j s) r = Complex.exp (-I * ((s : ℂ) * (r j : ℂ))) := by
    intro s r
    simp [phase, dotProduct, Pi.single_apply]
  have hp : Continuous fun t => (γ.pos t j : ℂ) := Complex.continuous_ofReal.comp
    (continuous_iff_continuousAt.2 fun t => (γ.hasDeriv t j).continuousAt)
  have hv : Continuous fun t => (γ.vel t i : ℂ) :=
    Complex.continuous_ofReal.comp (γ.vel_cont i)
  have he : ∀ s : ℝ, Continuous fun t => Complex.exp (-I * ((s : ℂ) * (γ.pos t j : ℂ))) :=
    fun s => Complex.continuous_exp.comp (continuous_const.mul (continuous_const.mul hp))
  -- the phase has modulus one, which bounds the derivative uniformly in `s`
  have hb : ∀ s t : ℝ, ‖Complex.exp (-I * ((s : ℂ) * (γ.pos t j : ℂ))) *
      (-I * (γ.pos t j : ℂ)) * (γ.vel t i : ℂ)‖ ≤ ‖(γ.pos t j : ℂ)‖ * ‖(γ.vel t i : ℂ)‖ := by
    intro s t
    have h1 : ‖Complex.exp (-I * ((s : ℂ) * (γ.pos t j : ℂ)))‖ = 1 := by
      have h2 : -I * ((s : ℂ) * (γ.pos t j : ℂ)) = ((-(s * γ.pos t j) : ℝ) : ℂ) * I := by
        push_cast
        ring
      rw [h2, Complex.norm_exp_ofReal_mul_I]
    exact le_of_eq (by
      rw [norm_mul, norm_mul, norm_mul, h1, norm_neg, Complex.norm_I, one_mul, one_mul])
  have hd : ∀ s t : ℝ, HasDerivAt
      (fun u : ℝ => Complex.exp (-I * ((u : ℂ) * (γ.pos t j : ℂ))) * (γ.vel t i : ℂ))
      (Complex.exp (-I * ((s : ℂ) * (γ.pos t j : ℂ))) *
        (-I * (γ.pos t j : ℂ)) * (γ.vel t i : ℂ)) s := by
    intro s t
    exact (((((hasDerivAt_id' s).ofReal_comp.mul_const (γ.pos t j : ℂ)).const_mul
      (-I)).cexp).mul_const (γ.vel t i : ℂ)).congr_deriv (by rw [Complex.ofReal_one, one_mul])
  have h := (intervalIntegral.hasDerivAt_integral_of_dominated_loc_of_deriv_le
    (μ := MeasureTheory.volume) (a := 0) (b := 1) (x₀ := (0 : ℝ)) (s := Set.univ)
    (F := fun s t => Complex.exp (-I * ((s : ℂ) * (γ.pos t j : ℂ))) * (γ.vel t i : ℂ))
    (F' := fun s t => Complex.exp (-I * ((s : ℂ) * (γ.pos t j : ℂ))) *
      (-I * (γ.pos t j : ℂ)) * (γ.vel t i : ℂ))
    (bound := fun t => ‖(γ.pos t j : ℂ)‖ * ‖(γ.vel t i : ℂ)‖)
    Filter.univ_mem
    (Filter.Eventually.of_forall fun s => ((he s).mul hv).aestronglyMeasurable)
    (((he 0).mul hv).intervalIntegrable 0 1)
    (((he 0).mul (continuous_const.mul hp)).mul hv).aestronglyMeasurable
    (MeasureTheory.ae_of_all _ fun t _ s _ => hb s t)
    ((hp.norm.mul hv.norm).intervalIntegrable 0 1)
    (MeasureTheory.ae_of_all _ fun t _ s _ => hd s t)).2
  simp only [lineIntegral, hph]
  refine h.congr_deriv ?_
  rw [firstMoment, ← intervalIntegral.integral_ofReal, ← intervalIntegral.integral_const_mul]
  refine intervalIntegral.integral_congr fun t _ => ?_
  simp only [Complex.ofReal_zero, zero_mul, mul_zero, Complex.exp_zero, one_mul,
    Complex.ofReal_mul]
  ring

end HasDerivAtLineIntegral
```

Messages:

```
Main.lean:71:47: error: Application type mismatch: The argument
  s
has type
  ℂ
but is expected to have type
  ℝ
in the application
  he s
Main.lean:74:49: error: Application type mismatch: The argument
  s
has type
  ℂ
but is expected to have type
  ℝ
in the application
  hb s
Main.lean:76:49: error: Application type mismatch: The argument
  s
has type
  ℂ
but is expected to have type
  ℝ
in the application
  hd s
Main.lean:78:2: error: Type mismatch
  HasDerivAt.congr_deriv h ?m.677
has type
  HasDerivAt (fun (x_1 : ℂ) => ∫ (t : ℝ) in 0..1, Complex.exp (-I * (x_1 * ↑(γ.pos t j))) * ↑(γ.vel t i)) ?m.675 ↑0
but is expected to have type
  HasDerivAt (fun (s : ℝ) => ∫ (t : ℝ) in 0..1, Complex.exp (-I * (↑s * ↑(γ.pos t j))) * ↑(γ.vel t i))
    (-I * ↑(firstMoment γ j i)) 0
```

Diagnosis. The lemma on differentiating under the integral allows the parameter to be real or complex. In `F` and `F'` the variable `s` was bound without a type, so Lean read `(s : ℂ)` as saying that `s` is complex, where a cast from the reals was meant. The real zero given as `x₀` did not prevent this, and was itself cast to ℂ, as the `↑0` in the last message shows.

The first three messages follow from this, because `he`, `hb` and `hd` take a real `s` and were handed a complex one. The fourth says that `h` is therefore a derivative in a complex variable, while the goal asks for one in a real variable.

Writing `fun (s t : ℝ)` in both functions makes the parameter real, so `(s : ℂ)` becomes the intended cast. The three facts then apply, and `h` has the kind of derivative the goal needs. Only the type of `s` matters to the cure, as `t` was already real, being the time passed to `γ.pos`.

Lean accepts the file once it reads:

```diff
@@ -64,6 +64,6 @@
   have h := (intervalIntegral.hasDerivAt_integral_of_dominated_loc_of_deriv_le
     (μ := MeasureTheory.volume) (a := 0) (b := 1) (x₀ := (0 : ℝ)) (s := Set.univ)
-    (F := fun s t => Complex.exp (-I * ((s : ℂ) * (γ.pos t j : ℂ))) * (γ.vel t i : ℂ))
-    (F' := fun s t => Complex.exp (-I * ((s : ℂ) * (γ.pos t j : ℂ))) *
+    (F := fun (s t : ℝ) => Complex.exp (-I * ((s : ℂ) * (γ.pos t j : ℂ))) * (γ.vel t i : ℂ))
+    (F' := fun (s t : ℝ) => Complex.exp (-I * ((s : ℂ) * (γ.pos t j : ℂ))) *
       (-I * (γ.pos t j : ℂ)) * (γ.vel t i : ℂ))
     (bound := fun t => ‖(γ.pos t j : ℂ)‖ * ‖(γ.vel t i : ℂ)‖)
```
